# Stable linear mixing in a Thomas–Fermi metal: short density waves need a number of steps that grows at least as $L^2$

Q: My metallic cell converges with a mixing parameter of 0.5. I double its length and the density blows up. I lower the parameter until the run is stable, and now even the short waves, which were never the trouble, converge more slowly. Should I blame the short-range physics or the cell? You say a theorem settles this, but I doubt that it describes my calculation.

A: It describes a linear-response Thomas–Fermi model of it, with one constant mixing parameter $\alpha$. Let $L$ be the cell length, so that the longest wave has wave number $2\pi/L$, and let $k_s$ be the inverse screening length. The dielectric function is $\varepsilon(q)=1+k_s^2/q^2$ at wave number $q$.

```lean
import Mathlib

open scoped Real

namespace ChargeSloshing

noncomputable section

/-- Thomas-Fermi dielectric function `1 + ks² / q²` at wave number `q ≠ 0`. -/
def dielectric (ks q : ℝ) : ℝ := 1 + ks ^ 2 / q ^ 2
```

Q: Where is the self-consistency cycle? A dielectric function alone doesn't iterate.

A: Take one Fourier amplitude $\rho$ of the density, a complex number, with self-consistent value $\rho_s$. An excess $\rho-\rho_s$ creates a Hartree potential proportional to $1/q^2$, and the electrons move against it. The output is therefore $\rho_s-(k_s^2/q^2)(\rho-\rho_s)$.

```lean
/-- Output density amplitude of one self-consistency cycle in linear response, for the mode
`q ≠ 0` with input amplitude `ρ` and self-consistent amplitude `ρs`. -/
def outputMode (ks q : ℝ) (ρs ρ : ℂ) : ℂ :=
  ρs - ((ks ^ 2 / q ^ 2 : ℝ) : ℂ) * (ρ - ρs)
```

This response is postulated. The square of `ks` is proportional to the density of states at the Fermi level, which sets how strongly the electrons screen. The model has no exchange-correlation response, no coupling between modes and no weakening of the response at large $q$. Mixing then adds $\alpha$ times output minus input.

```lean
/-- One step of linear mixing for the mode `q ≠ 0`: the input amplitude is moved by the
fraction `α` of the difference between output and input. -/
def mixStep (α ks q : ℝ) (ρs ρ : ℂ) : ℂ :=
  ρ + (α : ℂ) * (outputMode ks q ρs ρ - ρ)
```

The file also names one particular parameter, which we'll need at the end.

```lean
/-- The mixing parameter `4π² / (4π² + ks² L²)` for a cell of length `L > 0`. -/
def cellMixing (ks L : ℝ) : ℝ := 4 * π ^ 2 / (4 * π ^ 2 + ks ^ 2 * L ^ 2)
```

Q: So what happens to the error?

A: Insert the output into one step:
$$\rho+\alpha\left[\rho_s-\tfrac{k_s^2}{q^2}(\rho-\rho_s)-\rho\right]-\rho_s=(1-\alpha\,\varepsilon(q))(\rho-\rho_s).$$
After $n$ steps the factor is $(1-\alpha\,\varepsilon(q))^n$. In Lean, `^[n]` means $n$ repeated steps. The proof establishes the single step as `step`, by algebra, and then uses induction on $n$.

```lean
/-- After `n` mixing steps the error of a density mode is its initial error times the `n`-th
power of `1 - α ε(q)`, where `ε` is the dielectric function. -/
theorem mixing_error (α ks q : ℝ) (ρs ρ : ℂ) (n : ℕ) :
    (mixStep α ks q ρs)^[n] ρ - ρs
      = ((1 - α * dielectric ks q : ℝ) : ℂ) ^ n * (ρ - ρs) := by
  -- a single step multiplies the error by the factor
  have step : ∀ x : ℂ, mixStep α ks q ρs x - ρs
      = ((1 - α * dielectric ks q : ℝ) : ℂ) * (x - ρs) := by
    intro x
    simp only [mixStep, outputMode, dielectric]
    push_cast
    ring
  induction n with
  | zero => simp
  | succ n ih =>
    rw [Function.iterate_succ_apply', step, ih, pow_succ]
    ring
```

Q: And the cell length enters only through $2\pi/L$?

A: Yes. There is no list of lattice vectors; each theorem covers every real $q$ in its stated range, and so every allowed wave number in that range. We start with two facts about $\varepsilon$. It does not increase with $q$, because $q^2$ sits in the denominator; `gcongr` does that comparison.

```lean
/-- The dielectric function does not increase with the wave number on `q > 0`. -/
theorem dielectric_anti (ks : ℝ) {p q : ℝ} (hp : 0 < p) (hpq : p ≤ q) :
    dielectric ks q ≤ dielectric ks p := by
  unfold dielectric
  gcongr
```

At the longest wave,
$$\varepsilon(2\pi/L)=1+\frac{k_s^2L^2}{4\pi^2}=\frac{4\pi^2+k_s^2L^2}{4\pi^2}.$$

```lean
/-- The dielectric function at the longest wave `2π/L` of a cell of length `L`. -/
theorem dielectric_longest (ks L : ℝ) :
    dielectric ks (2 * π / L) = (4 * π ^ 2 + ks ^ 2 * L ^ 2) / (4 * π ^ 2) := by
  have hP : 4 * π ^ 2 ≠ 0 := by positivity
  unfold dielectric
  rw [div_pow, div_div_eq_mul_div, add_div, div_self hP]
  ring
```

Q: Does that reproduce my blow-up?

A: The longest wave is damped when $|1-\alpha\,\varepsilon(2\pi/L)|<1$, that is, $0<\alpha\,\varepsilon(2\pi/L)<2$. Dividing by the positive $\varepsilon(2\pi/L)$ gives
$$0<\alpha<\frac{8\pi^2}{4\pi^2+k_s^2L^2}.$$
For $k_sL=10$ the upper limit is about 0.57, so 0.5 works. For $k_sL=20$ it is about 0.18, and 0.5 multiplies the error by about $-4.6$ per step. The proof writes the limit as $2/\varepsilon(2\pi/L)$ in `e`, then splits the absolute value with `abs_lt`.

```lean
/-- In a cell of length `L`, linear mixing damps the longest wave `2π/L` exactly when
`0 < α < 8π² / (4π² + ks² L²)`. -/
theorem longest_stable_iff (α ks L : ℝ) :
    |1 - α * dielectric ks (2 * π / L)| < 1 ↔
      0 < α ∧ α < 8 * π ^ 2 / (4 * π ^ 2 + ks ^ 2 * L ^ 2) := by
  have hd : 0 < dielectric ks (2 * π / L) := by
    rw [dielectric_longest ks L]
    positivity
  have e : 8 * π ^ 2 / (4 * π ^ 2 + ks ^ 2 * L ^ 2) = 2 / dielectric ks (2 * π / L) := by
    rw [dielectric_longest ks L, div_div_eq_mul_div]
    ring
  rw [e, lt_div_iff₀ hd, abs_lt]
  constructor
  · rintro ⟨h1, h2⟩
    exact ⟨(mul_pos_iff_of_pos_right hd).1 (by linarith), by linarith⟩
  · rintro ⟨h1, h2⟩
    have := mul_pos h1 hd
    constructor <;> linarith
```

Q: You test only one wave. Couldn't a shorter one be unstable?

A: No. For $q\ge 2\pi/L$ we have $0<\varepsilon(q)\le\varepsilon(2\pi/L)$, and multiplying by $\alpha>0$ gives $0<\alpha\,\varepsilon(q)\le\alpha\,\varepsilon(2\pi/L)<2$. The Lean proof multiplies the same inequality and finishes with `linarith`.

```lean
/-- In a cell of length `L > 0`, if linear mixing damps the longest wave `2π/L`, it damps
every shorter wave as well. -/
theorem all_stable_of_longest {α ks L q : ℝ} (hL : 0 < L) (hq : 2 * π / L ≤ q)
    (h : |1 - α * dielectric ks (2 * π / L)| < 1) :
    |1 - α * dielectric ks q| < 1 := by
  have hα := ((longest_stable_iff α ks L).1 h).1
  have hle := mul_le_mul_of_nonneg_left
    (dielectric_anti ks (div_pos (by positivity) hL) hq) hα.le
  have hd : 0 < dielectric ks q := by
    unfold dielectric
    positivity
  have hpos := mul_pos hα hd
  rw [abs_lt] at h ⊢
  constructor <;> linarith [h.1]
```

Q: Then why have my short waves slowed down?

A: Because they share the $\alpha$ that the longest wave dictates. In the next theorem the same `α` appears in the stability hypothesis `h` and in the conclusion about $q$. For $q\ge k_s$ we have $\varepsilon(q)\le\varepsilon(k_s)=2$, so
$$\alpha\,\varepsilon(q)\le 2\alpha<\frac{16\pi^2}{4\pi^2+k_s^2L^2}<\frac{16\pi^2}{k_s^2L^2}.$$
Hence $1-\alpha\,\varepsilon(q)>1-16\pi^2/(k_s^2L^2)$. In the code, `h2` is the bound by 2 and `h5` drops the $4\pi^2$ from the denominator.

```lean
/-- Let `ks > 0`. If linear mixing damps the longest wave `2π/L` of a cell of length `L > 0`, the
error factor `1 - α ε(q)` of every mode `q ≥ ks` exceeds `1 - 16π² / (ks² L²)`. -/
theorem short_wave_factor {α ks L q : ℝ} (hks : 0 < ks) (hL : 0 < L) (hq : ks ≤ q)
    (h : |1 - α * dielectric ks (2 * π / L)| < 1) :
    1 - 16 * π ^ 2 / (ks ^ 2 * L ^ 2) < 1 - α * dielectric ks q := by
  obtain ⟨hα0, hα⟩ := (longest_stable_iff α ks L).1 h
  -- beyond the screening wave number the dielectric function is at most 2
  have h2 : dielectric ks q ≤ 2 := by
    have h3 : dielectric ks ks = 2 := by
      unfold dielectric
      rw [div_self (by positivity)]
      norm_num
    exact h3 ▸ dielectric_anti ks hks hq
  have h4 := mul_le_mul_of_nonneg_left h2 hα0.le
  -- dropping `4π²` from the denominator gives a simpler, weaker upper limit on `α`
  have hπ : 0 < π ^ 2 := by positivity
  have h5 : 8 * π ^ 2 / (4 * π ^ 2 + ks ^ 2 * L ^ 2) < 8 * π ^ 2 / (ks ^ 2 * L ^ 2) :=
    div_lt_div_of_pos_left (by positivity) (mul_pos (pow_pos hks 2) (pow_pos hL 2))
      (by linarith)
  have h6 : 16 * π ^ 2 / (ks ^ 2 * L ^ 2) = 2 * (8 * π ^ 2 / (ks ^ 2 * L ^ 2)) := by ring
  linarith
```

Q: A lower bound on a signed factor need not mean slowness. The factor could be negative.

A: In a small cell it could. The bound is positive only for $k_sL>4\pi$, and it tells you about slow convergence only there. At $k_sL=40\pi$ every such factor exceeds 0.99.

Q: I count iterations, not factors.

A: Write $x=1-\alpha\,\varepsilon(q)$ and suppose that $n$ steps reduce a nonzero error to at most the fraction $\eta$, so $|x|^n\le\eta$. Bernoulli's inequality gives $|x|^n\ge 1-n(1-|x|)$. Since $1-|x|\le 1-x<16\pi^2/(k_s^2L^2)$,
$$1-\eta\le n\,\frac{16\pi^2}{k_s^2L^2},\qquad\text{so}\qquad n\ge(1-\eta)\frac{k_s^2L^2}{16\pi^2}.$$
At $k_sL=40\pi$, halving the error takes at least 50 steps. The proof takes norms in `mixing_error`, cancels the initial error, which `hρ` makes nonzero, and applies Bernoulli as `bern`.

```lean
/-- Let `ks > 0` and `L > 0`. If linear mixing damps the longest wave `2π/L` of a cell of length `L`
and `n` steps reduce a nonzero error in a mode `q ≥ ks` to at most the fraction `η`, then
`n ≥ (1 - η) ks² L² / (16π²)`. -/
theorem steps_lower_bound {α ks L q η : ℝ} {ρs ρ : ℂ} {n : ℕ} (hks : 0 < ks) (hL : 0 < L)
    (hq : ks ≤ q) (h : |1 - α * dielectric ks (2 * π / L)| < 1) (hρ : ρ ≠ ρs)
    (hη : ‖(mixStep α ks q ρs)^[n] ρ - ρs‖ ≤ η * ‖ρ - ρs‖) :
    (1 - η) * (ks ^ 2 * L ^ 2 / (16 * π ^ 2)) ≤ n := by
  have hmain := short_wave_factor hks hL hq h
  rw [mixing_error, norm_mul, norm_pow, Complex.norm_real, Real.norm_eq_abs] at hη
  have hpow := le_of_mul_le_mul_right hη (norm_pos_iff.2 (sub_ne_zero.2 hρ))
  set x := 1 - α * dielectric ks q
  -- Bernoulli's inequality: the error falls at most linearly in n
  have bern := one_add_mul_le_pow (a := |x| - 1) (by linarith [abs_nonneg x]) n
  rw [add_sub_cancel] at bern
  have hx : 1 - |x| ≤ 16 * π ^ 2 / (ks ^ 2 * L ^ 2) := by linarith [le_abs_self x]
  have hn := mul_le_mul_of_nonneg_left hx (Nat.cast_nonneg (α := ℝ) n)
  have hfin : 1 - η ≤ n * (16 * π ^ 2 / (ks ^ 2 * L ^ 2)) := by linarith
  have hπ : π ≠ 0 := Real.pi_ne_zero
  calc (1 - η) * (ks ^ 2 * L ^ 2 / (16 * π ^ 2))
      ≤ n * (16 * π ^ 2 / (ks ^ 2 * L ^ 2)) * (ks ^ 2 * L ^ 2 / (16 * π ^ 2)) :=
        mul_le_mul_of_nonneg_right hfin (by positivity)
    _ = n := by field_simp
```

Q: Perhaps the truth is even worse than $L^2$.

A: Not with a good choice of $\alpha$. Take `cellMixing`, which is $\alpha=1/\varepsilon(2\pi/L)=4\pi^2/(4\pi^2+k_s^2L^2)$. It removes the error of the longest wave in one step. For every $q\ge2\pi/L$, $1\le\varepsilon(q)\le\varepsilon(2\pi/L)$ gives $\alpha\le\alpha\,\varepsilon(q)\le1$, hence
$$0\le 1-\alpha\,\varepsilon(q)\le 1-\alpha\le e^{-\alpha}.$$
The $n$-th power is at most $e^{-n\alpha}$. Setting this equal to a fixed $\eta$ between 0 and 1 shows that about $\ln(1/\eta)\,(4\pi^2+k_s^2L^2)/(4\pi^2)$ steps are enough, again quadratic in $L$ for large cells. In Lean, `h1` is the one-step removal and `h5` the exponential bound.

```lean
/-- With the mixing parameter `4π² / (4π² + ks² L²)`, the error of every mode `q ≥ 2π/L` of a
cell of length `L > 0` decays at least as fast as `exp(-4π² n / (4π² + ks² L²))`. -/
theorem cellMixing_converges {ks L q : ℝ} (hL : 0 < L) (hq : 2 * π / L ≤ q)
    (ρs ρ : ℂ) (n : ℕ) :
    ‖(mixStep (cellMixing ks L) ks q ρs)^[n] ρ - ρs‖
      ≤ Real.exp (-(n * cellMixing ks L)) * ‖ρ - ρs‖ := by
  have ha : 0 < cellMixing ks L := by
    unfold cellMixing
    positivity
  -- the error of the longest wave is removed in a single step
  have h1 : cellMixing ks L * dielectric ks (2 * π / L) = 1 := by
    have hD : 4 * π ^ 2 + ks ^ 2 * L ^ 2 ≠ 0 := by positivity
    have hP : 4 * π ^ 2 ≠ 0 := by positivity
    rw [dielectric_longest ks L, cellMixing, div_mul_div_comm, mul_comm (4 * π ^ 2)]
    exact div_self (mul_ne_zero hD hP)
  have h2 := mul_le_mul_of_nonneg_left
    (dielectric_anti ks (div_pos (by positivity) hL) hq) ha.le
  have h3 : 1 ≤ dielectric ks q := by
    have : 0 ≤ ks ^ 2 / q ^ 2 := by positivity
    unfold dielectric
    linarith
  have h4 := mul_le_mul_of_nonneg_left h3 ha.le
  have h5 : |1 - cellMixing ks L * dielectric ks q| ≤ Real.exp (-cellMixing ks L) := by
    rw [abs_of_nonneg (by linarith)]
    linarith [Real.add_one_le_exp (-cellMixing ks L)]
  have h6 : Real.exp (-(n * cellMixing ks L)) = Real.exp (-cellMixing ks L) ^ n := by
    rw [← Real.exp_nat_mul, mul_neg]
  rw [mixing_error, norm_mul, norm_pow, Complex.norm_real, Real.norm_eq_abs, h6]
  gcongr

end

end ChargeSloshing
```

```lean
#print axioms ChargeSloshing.all_stable_of_longest
#print axioms ChargeSloshing.steps_lower_bound
#print axioms ChargeSloshing.cellMixing_converges
```

```
'ChargeSloshing.all_stable_of_longest' depends on axioms: [propext, Classical.choice, Quot.sound]
'ChargeSloshing.steps_lower_bound' depends on axioms: [propext, Classical.choice, Quot.sound]
'ChargeSloshing.cellMixing_converges' depends on axioms: [propext, Classical.choice, Quot.sound]
```

Q: So I should blame the cell?

A: In this model, yes: the length of the cell limits $\alpha$, and the short waves pay for it. For self-consistent calculations on metals, the bounds estimate the cost of keeping one constant $\alpha$ as the cell grows. The estimate is as good as the model: the density must be close enough to self-consistency for a linear response, and that response must be near the Thomas–Fermi form. A scheme that treats different wave numbers differently, or learns from earlier steps, does not satisfy the assumptions.
